# Among balanced reactions of unit norm, the normalised residual of the fragment-additive fit has the largest absolute error

Let $e(s)$ be the error in the computed energy of species $s$, and let $\nu(s)$ be its coefficient in a reaction, positive for products and negative for reactants. The reaction energy then has the error $\sum_s\nu(s)e(s)$. Reactions that conserve bonds or other fragments are chosen so that errors cancel; the question is how much error can survive.

The set $S$ of species is finite, and $e$ and $\nu$ are vectors in `EuclideanSpace ℝ S`. Fragment types form a set $F$. The letter $n$ denotes the table of fragment counts, not the number of species.

```lean
import Mathlib

open scoped InnerProductSpace

namespace WorstBalancedReaction

noncomputable section

variable {S F : Type*} [Fintype S]
```

Each fragment type $f$ gives a column $c_f(s)=n(s,f)$. The table may have any real entries.

```lean
/-- The vector that lists how many fragments of type `f` each species contains. -/
def fragmentColumn (n : S → F → ℝ) (f : F) : EuclideanSpace ℝ S :=
  WithLp.toLp 2 (fun s => n s f)
```

If every fragment of type $f$ contributes the same error $a_f$, the species errors are $\sum_f a_f c_f$. Such vectors form the span $W$ of the columns.

```lean
/-- The fragment-additive error vectors: linear combinations of the fragment counts. -/
def additiveErrors (n : S → F → ℝ) : Submodule ℝ (EuclideanSpace ℝ S) :=
  Submodule.span ℝ (Set.range (fragmentColumn n))
```

A reaction is balanced when $\sum_s\nu(s)n(s,f)=0$ for every $f$. The coefficients are real. The step from such a vector to a chemical equation, with integer coefficients and all atoms conserved, is left to the user of the table.

```lean
/-- A reaction with coefficients `ν` is balanced if it conserves every fragment count. -/
def IsBalanced (n : S → F → ℝ) (ν : EuclideanSpace ℝ S) : Prop :=
  ∀ f, ∑ s, ν s * n s f = 0
```

The reaction error is the sum given above.

```lean
/-- The error of a reaction energy, given the errors `e` of the species energies. -/
def reactionError (ν e : EuclideanSpace ℝ S) : ℝ := ∑ s, ν s * e s
```

Let $P$ be the orthogonal projection onto $W$, written `starProjection` in Lean. The residual $r=e-Pe$ is what a least-squares fragment-additive fit leaves over.

```lean
/-- The part of the species errors left after orthogonal projection onto the
fragment-additive errors. -/
def residual (n : S → F → ℝ) (e : EuclideanSpace ℝ S) : EuclideanSpace ℝ S :=
  e - (additiveErrors n).starProjection e
```

For $e\notin W$, the candidate for the worst reaction is $u=r/\lVert r\rVert$.

```lean
/-- The normalised projection residual, for species errors `e` that are not
fragment-additive. -/
def worstReaction (n : S → F → ℝ) (e : EuclideanSpace ℝ S) : EuclideanSpace ℝ S :=
  ‖residual n e‖⁻¹ • residual n e
```

## Balanced reactions are blind to additive errors

In real Euclidean space the reaction error is an inner product, $\sum_s\nu(s)e(s)=\langle\nu,e\rangle$.

```lean
/-- The reaction error is the Euclidean inner product of coefficients and species errors. -/
theorem reactionError_eq_inner (ν e : EuclideanSpace ℝ S) :
    reactionError ν e = ⟪ν, e⟫_ℝ := by
  simp [reactionError, PiLp.inner_apply, mul_comm]
```

Balance says $\langle\nu,c_f\rangle=0$ for every $f$. By linearity $\nu$ is then orthogonal to every combination of columns, hence to $W$; conversely, each column lies in $W$. Lean does the first direction by induction over the span.

```lean
/-- A reaction is balanced exactly when its coefficient vector is orthogonal to all
fragment-additive errors. -/
theorem isBalanced_iff_orthogonal (n : S → F → ℝ) (ν : EuclideanSpace ℝ S) :
    IsBalanced n ν ↔ ν ∈ (additiveErrors n)ᗮ := by
  rw [Submodule.mem_orthogonal]
  constructor
  · intro h u hu
    unfold additiveErrors at hu
    induction hu using Submodule.span_induction with
    | mem x hx =>
      obtain ⟨f, rfl⟩ := hx
      rw [real_inner_comm, ← reactionError_eq_inner]
      exact h f
    | zero => exact inner_zero_left _
    | add x y _ _ hx hy => rw [inner_add_left, hx, hy, add_zero]
    | smul a x _ hx => rw [inner_smul_left, hx, mul_zero]
  · intro h f
    have hf := h (fragmentColumn n f) (Submodule.subset_span ⟨f, rfl⟩)
    rw [real_inner_comm, ← reactionError_eq_inner] at hf
    exact hf
```

So for balanced $\nu$ and $w\in W$,
$$\langle\nu,e-w\rangle=\langle\nu,e\rangle-\langle\nu,w\rangle=\langle\nu,e\rangle.$$

```lean
/-- Subtracting a fragment-additive error from the species errors leaves the error of a
balanced reaction unchanged. -/
theorem reactionError_sub_additive {n : S → F → ℝ} {ν w : EuclideanSpace ℝ S}
    (hν : IsBalanced n ν) (hw : w ∈ additiveErrors n) (e : EuclideanSpace ℝ S) :
    reactionError ν (e - w) = reactionError ν e := by
  have h := (Submodule.mem_orthogonal _ _).1 ((isBalanced_iff_orthogonal n ν).1 hν) w hw
  rw [real_inner_comm] at h
  rw [reactionError_eq_inner, reactionError_eq_inner, inner_sub_right, h, sub_zero]
```

## The residual measures the distance to additivity

The residual is orthogonal to $W$, so it is balanced. Let $d$ be the distance from $e$ to $W$, that is, the infimum of $\lVert e-w\rVert$ over $w\in W$ (`Metric.infDist`). Since $Pe\in W$, $d\le\lVert r\rVert$. For any $w\in W$, using the blindness of $r$ to $w$ and to $Pe$,
$$\lVert r\rVert^2=\langle r,e-Pe\rangle=\langle r,e-w\rangle\le\lVert r\rVert\,\lVert e-w\rVert .$$
Hence $\lVert r\rVert\le\lVert e-w\rVert$, trivially so if $r=0$, and $d=\lVert r\rVert$. The two inequalities are the two branches after `le_antisymm`.

```lean
/-- The projection residual is itself the coefficient vector of a balanced reaction, and its
norm is the distance from the species errors to the fragment-additive errors. -/
theorem residual_balanced_and_norm (n : S → F → ℝ) (e : EuclideanSpace ℝ S) :
    IsBalanced n (residual n e) ∧
      Metric.infDist e (additiveErrors n : Set (EuclideanSpace ℝ S)) = ‖residual n e‖ := by
  have hb : IsBalanced n (residual n e) :=
    (isBalanced_iff_orthogonal n _).2 (Submodule.sub_starProjection_mem_orthogonal e)
  have hP : (additiveErrors n).starProjection e ∈ additiveErrors n :=
    Submodule.starProjection_apply_mem _ e
  refine ⟨hb, le_antisymm ?_ ?_⟩
  · have h := Metric.infDist_le_dist_of_mem (x := e)
      (s := (additiveErrors n : Set (EuclideanSpace ℝ S))) hP
    rw [dist_eq_norm] at h
    exact h
  · refine (Metric.le_infDist ⟨0, (additiveErrors n).zero_mem⟩).2 fun w hw => ?_
    -- the residual sees the same error in `e - w` as in itself
    have h1 : reactionError (residual n e) (e - w)
        = reactionError (residual n e) (residual n e) :=
      (reactionError_sub_additive hb hw e).trans (reactionError_sub_additive hb hP e).symm
    rw [reactionError_eq_inner, reactionError_eq_inner, real_inner_self_eq_norm_sq] at h1
    have h2 := real_inner_le_norm (residual n e) (e - w)
    rw [dist_eq_norm]
    by_contra! h
    have h3 : 0 < ‖residual n e‖ := lt_of_le_of_lt (norm_nonneg _) h
    nlinarith [mul_pos h3 (sub_pos.2 h)]
```

## The bound and the reaction that attains it

For balanced $\nu$, Cauchy–Schwarz gives
$$|\langle\nu,e\rangle|=|\langle\nu,r\rangle|\le\lVert\nu\rVert\,\lVert r\rVert=\lVert\nu\rVert\,d.$$

```lean
/-- The error of any balanced reaction is at most the norm of its coefficient vector times
the distance from the species errors to the fragment-additive errors. -/
theorem abs_reactionError_le {n : S → F → ℝ} {ν : EuclideanSpace ℝ S}
    (hν : IsBalanced n ν) (e : EuclideanSpace ℝ S) :
    |reactionError ν e| ≤
      ‖ν‖ * Metric.infDist e (additiveErrors n : Set (EuclideanSpace ℝ S)) := by
  rw [(residual_balanced_and_norm n e).2, ← reactionError_sub_additive hν
    (Submodule.starProjection_apply_mem (additiveErrors n) e) e, reactionError_eq_inner]
  exact abs_real_inner_le_norm ν (residual n e)
```

Doubling a reaction doubles its error, so once some balanced reaction has a nonzero error, the absolute errors have no maximum unless the scale is restricted; here the restriction is $\lVert\nu\rVert=1$. If $e\notin W$, then $r\neq0$, and $u$ is balanced with unit norm. Its error is
$$\langle u,e\rangle=\langle u,r\rangle=\frac{\lVert r\rVert^2}{\lVert r\rVert}=d.$$
In the theorem, `IsGreatest` says that $d$ is one of the absolute errors of balanced unit vectors and an upper bound for all of them. The remaining clauses identify $u$ as a vector that attains it.

For electronic-structure thermochemistry, this gives the largest error that fragment balance can leave in a finite set of species with given errors, per unit norm of the coefficient vector.

```lean
/-- For species errors that are not fragment-additive, the largest absolute error of a balanced
reaction with unit coefficient vector is the distance to the fragment-additive errors, and
the normalised projection residual attains it. -/
theorem worst_balanced_reaction (n : S → F → ℝ) (e : EuclideanSpace ℝ S)
    (he : e ∉ additiveErrors n) :
    IsGreatest {x : ℝ | ∃ ν, IsBalanced n ν ∧ ‖ν‖ = 1 ∧ x = |reactionError ν e|}
        (Metric.infDist e (additiveErrors n : Set (EuclideanSpace ℝ S))) ∧
      IsBalanced n (worstReaction n e) ∧ ‖worstReaction n e‖ = 1 ∧
      reactionError (worstReaction n e) e =
        Metric.infDist e (additiveErrors n : Set (EuclideanSpace ℝ S)) := by
  obtain ⟨hb, hd⟩ := residual_balanced_and_norm n e
  have hP := Submodule.starProjection_apply_mem (additiveErrors n) e
  have hr : residual n e ≠ 0 := by
    intro h
    apply he
    rw [sub_eq_zero.1 h]
    exact hP
  have hn : ‖residual n e‖ ≠ 0 := norm_ne_zero_iff.2 hr
  have hwb : IsBalanced n (worstReaction n e) :=
    (isBalanced_iff_orthogonal n _).2
      (Submodule.smul_mem _ _ ((isBalanced_iff_orthogonal n _).1 hb))
  have hw1 : ‖worstReaction n e‖ = 1 := by
    rw [worstReaction, norm_smul, norm_inv, norm_norm, inv_mul_cancel₀ hn]
  have hwe : reactionError (worstReaction n e) e =
      Metric.infDist e (additiveErrors n : Set (EuclideanSpace ℝ S)) := by
    have h : reactionError (worstReaction n e) (residual n e)
        = reactionError (worstReaction n e) e := reactionError_sub_additive hwb hP e
    rw [← h, hd, reactionError_eq_inner, worstReaction, real_inner_smul_left,
      real_inner_self_eq_norm_sq, pow_two, inv_mul_cancel_left₀ hn]
  refine ⟨⟨⟨_, hwb, hw1, ?_⟩, ?_⟩, hwb, hw1, hwe⟩
  · rw [hwe, abs_of_nonneg Metric.infDist_nonneg]
  · rintro x ⟨ν, hν, h1, rfl⟩
    simpa only [h1, one_mul] using abs_reactionError_le hν e
```

Suppose a balanced unit vector $\nu$ also reaches $|\langle\nu,e\rangle|=d$. Then $\langle\nu,u\rangle=\langle\nu,e\rangle/d=\pm1$, and with the matching sign
$$\lVert\nu\mp u\rVert^2=1\mp2\langle\nu,u\rangle+1=0.$$
So $\nu$ is $u$ or $-u$, the same reaction run forwards or backwards. Lean treats the two signs as separate cases.

```lean
/-- For species errors that are not fragment-additive, a balanced reaction with unit coefficient
vector has the largest absolute error only if it is the normalised residual or its reverse. -/
theorem worst_reaction_unique {n : S → F → ℝ} {e ν : EuclideanSpace ℝ S}
    (he : e ∉ additiveErrors n) (hν : IsBalanced n ν) (h1 : ‖ν‖ = 1)
    (hmax : |reactionError ν e| =
      Metric.infDist e (additiveErrors n : Set (EuclideanSpace ℝ S))) :
    ν = worstReaction n e ∨ ν = -worstReaction n e := by
  obtain ⟨-, -, hw1, hwe⟩ := worst_balanced_reaction n e he
  have hd := (residual_balanced_and_norm n e).2
  have hn : ‖residual n e‖ ≠ 0 := by
    intro h
    rw [worstReaction, norm_smul, h, mul_zero] at hw1
    exact zero_ne_one hw1
  -- the overlap with the worst reaction is the error in units of the distance
  have hin : ⟪ν, worstReaction n e⟫_ℝ = ‖residual n e‖⁻¹ * reactionError ν e := by
    rw [worstReaction, real_inner_smul_right, ← reactionError_eq_inner, residual,
      reactionError_sub_additive hν (Submodule.starProjection_apply_mem _ e) e]
  rw [hd] at hmax
  rcases eq_or_eq_neg_of_abs_eq hmax with h | h
  · left
    rw [h, inv_mul_cancel₀ hn] at hin
    have hs := norm_sub_sq_real ν (worstReaction n e)
    rw [hin, h1, hw1] at hs
    have h0 : ‖ν - worstReaction n e‖ ^ 2 = 0 := by rw [hs]; norm_num
    exact sub_eq_zero.1 (norm_eq_zero.1 (pow_eq_zero_iff two_ne_zero |>.1 h0))
  · right
    rw [h, mul_neg, inv_mul_cancel₀ hn] at hin
    have hs := norm_add_sq_real ν (worstReaction n e)
    rw [hin, h1, hw1] at hs
    have h0 : ‖ν + worstReaction n e‖ ^ 2 = 0 := by rw [hs]; norm_num
    exact eq_neg_of_add_eq_zero_left
      (norm_eq_zero.1 (pow_eq_zero_iff two_ne_zero |>.1 h0))
```

## Methane, ethane and propane

Number the three alkanes 0, 1, 2. The columns count C–H and C–C bonds.

```lean
/-- Numbers of C–H and C–C bonds in methane, ethane and propane. -/
def alkaneBonds : Fin 3 → Fin 2 → ℝ := ![![4, 0], ![6, 1], ![8, 2]]
```

Balance of the residual requires $4r_0+6r_1+8r_2=0$ and $r_1+2r_2=0$, so $r=r_2(1,-2,1)$. The reaction 2 ethane → methane + propane, with coefficients $(1,-2,1)$, is balanced and therefore has the same error on $r$ as on $e$:
$$6r_2=r_0-2r_1+r_2=e_0-2e_1+e_2.$$
Therefore
$$d^2=\lVert r\rVert^2=6r_2^2=\frac{(e_0-2e_1+e_2)^2}{6}.$$
The factor $1/6$ comes from normalising $(1,-2,1)$, whose norm is $\sqrt6$. The formula holds for every $e$, including bond-additive errors, for which both sides vanish.

```lean
/-- For methane, ethane and propane, the squared distance to the bond-additive errors is
one sixth of the squared error of the reaction 2 ethane → methane + propane. -/
theorem alkane_distance_sq (e : EuclideanSpace ℝ (Fin 3)) :
    Metric.infDist e (additiveErrors alkaneBonds : Set (EuclideanSpace ℝ (Fin 3))) ^ 2
      = (e 0 - 2 * e 1 + e 2) ^ 2 / 6 := by
  obtain ⟨hb, hd⟩ := residual_balanced_and_norm alkaneBonds e
  have hν : IsBalanced alkaneBonds !₂[(1 : ℝ), -2, 1] := by
    intro f
    fin_cases f <;> norm_num [alkaneBonds, Fin.sum_univ_succ]
  have hE : reactionError !₂[(1 : ℝ), -2, 1] (residual alkaneBonds e)
      = reactionError !₂[(1 : ℝ), -2, 1] e :=
    reactionError_sub_additive hν (Submodule.starProjection_apply_mem _ e) e
  rw [hd, ← real_inner_self_eq_norm_sq, ← reactionError_eq_inner]
  generalize residual alkaneBonds e = r at hb hE ⊢
  -- the two bond balances leave one free coefficient
  have hCH : r 0 * 4 + r 1 * 6 + r 2 * 8 = 0 := by
    simpa [alkaneBonds, Fin.sum_univ_three] using hb 0
  have hCC : r 1 + r 2 * 2 = 0 := by
    simpa [alkaneBonds, Fin.sum_univ_three] using hb 1
  have hE' : r 0 - 2 * r 1 + r 2 = e 0 - 2 * e 1 + e 2 := by
    simp [reactionError, Fin.sum_univ_three] at hE
    linarith
  have h1 : r 1 = -2 * r 2 := by linarith
  have h0 : r 0 = r 2 := by linarith
  rw [← hE', reactionError, Fin.sum_univ_three, h1, h0]
  ring

end

end WorstBalancedReaction
```

```lean
#print axioms WorstBalancedReaction.worst_balanced_reaction
#print axioms WorstBalancedReaction.worst_reaction_unique
#print axioms WorstBalancedReaction.alkane_distance_sq
```

```
'WorstBalancedReaction.worst_balanced_reaction' depends on axioms: [propext, Classical.choice, Quot.sound]
'WorstBalancedReaction.worst_reaction_unique' depends on axioms: [propext, Classical.choice, Quot.sound]
'WorstBalancedReaction.alkane_distance_sq' depends on axioms: [propext, Classical.choice, Quot.sound]
```
